# Admitting the plane waves ±G beside the constant wave lowers the ground level in 2v cos(Gx) by at most 2v²/T, where T = G²/2 > 0

## How large a step can a fixed cutoff put into an energy-volume curve?

A kink in my energy-volume curve may come from the crystal or from the cutoff, and a bulk modulus fitted through it is suspect. Knowing how large a basis-set step can be would help me judge. I keep the kinetic-energy cutoff fixed while I stretch the cell. The reciprocal lattice vectors shrink, and now and then new plane waves slip under the cutoff. The energy should then drop abruptly, although nothing physical has happened. Is there a model simple enough to give the size of that drop exactly?

## At zero crystal momentum, the first drop in a cosine potential is at most 2v²/Ec

Yes. Take one particle in one dimension at zero crystal momentum, with $\hbar=m=1$ and

$$H=-\tfrac12\frac{d^2}{dx^2}+2v\cos(Gx),\qquad T=\frac{G^2}{2}>0 .$$

Here $v$ is real: it is the Fourier component of the potential that couples neighbouring plane waves. The cell length is $2\pi/G$, so stretching the cell lowers $G$. With cutoff $E_c>0$ and $v$ held fixed, the waves $\pm G$ enter when $T$ falls to $E_c$. The ground level then drops from $0$ to $(E_c-\sqrt{E_c^2+8v^2})/2$, a drop of at most $2v^2/E_c$.

### From three coefficients to the level

Since $2\cos(Gx)=e^{iGx}+e^{-iGx}$,

$$H e^{inGx}=n^2T\,e^{inGx}+v\,e^{i(n+1)Gx}+v\,e^{i(n-1)Gx}.$$

In the basis $\{0\}$ the only matrix element is $0$, and so is the ground level. In the basis $\{0,G,-G\}$, a state with coefficients $c_{-1},c_0,c_1$ and $|c_{-1}|^2+|c_0|^2+|c_1|^2=1$ has energy

$$\mathcal E=T\left(|c_1|^2+|c_{-1}|^2\right)+2v\,\mathrm{Re}\left[\overline{c_0}(c_1+c_{-1})\right].$$

For states with $c_1=c_{-1}$ the problem reduces to a $2\times2$ matrix with diagonal $0,T$ and off-diagonal element $\sqrt2\,v$. Its secular equation is $e(e-T)=2v^2$, with lower root

$$e=\frac{T-\sqrt{T^2+8v^2}}{2}\le 0,$$

which is strictly negative if $v\neq0$.

To see that no other state lies lower, put $d=T-e>0$, so that $-de=2v^2$. Using the normalisation,

$$\begin{aligned}
d(\mathcal E-e)&=d^2\left(|c_1|^2+|c_{-1}|^2\right)+2dv\,\mathrm{Re}\left[\overline{c_0}(c_1+c_{-1})\right]+2v^2|c_0|^2\\
&=|d\,c_1+v\,c_0|^2+|d\,c_{-1}+v\,c_0|^2\ \ge 0 .
\end{aligned}$$

Hence $\mathcal E\ge e$. Both squares vanish for the normalised state

$$(c_{-1},c_0,c_1)=\frac{(-v,\;d,\;-v)}{\sqrt{d^2+2v^2}},$$

so $e$ is attained.

For the size of the drop, write $L=-e\ge0$ and $u=2v^2/T$. The secular equation becomes $L+L^2/T=u$. Therefore $L\le u$, and $u-L=L^2/T\le u^2/T$. The bound $2v^2/T$ thus exceeds the true lowering by at most $(2v^2/T)^2/T$.

Finally, the cutoff keeps the waves with $n^2T\le E_c$. If $T>E_c$, only $n=0$ survives. If $E_c/4<T\le E_c$, exactly $n=-1,0,1$ survive. The threshold $T=E_c$ is $G=\sqrt{2E_c}$. As $G$ falls to it from above, the level is constantly $0$; as $G$ rises to it from below, the level follows the continuous three-wave formula to its value at $T=E_c$. The difference between the two limits is the jump.

### The same model in Lean

```lean
import Mathlib

open Filter
open scoped ComplexConjugate Topology

namespace PlaneWaveCutoffJump

noncomputable section

/-- The plane wave `exp(i n G x)`. -/
def planeWave (G : ℝ) (n : ℤ) (x : ℝ) : ℂ := Complex.exp (Complex.I * n * G * x)

/-- Matrix element between plane waves `m` and `n`: kinetic energy `G²n²/2` on the diagonal,
and `v` between neighbours. -/
def hElem (G v : ℝ) (m n : ℤ) : ℝ :=
  if m = n then G ^ 2 / 2 * (n : ℝ) ^ 2 else if m = n + 1 ∨ m = n - 1 then v else 0

/-- Quadratic form of the matrix elements `hElem` in the coefficients `c` on the finite plane-wave
basis `B`; for normalised coefficients it is the energy expectation value. -/
def energy (G v : ℝ) (B : Finset ℤ) (c : ℤ → ℂ) : ℝ :=
  ∑ m ∈ B, ∑ n ∈ B, hElem G v m n * (conj (c m) * c n).re

/-- `E` is the least energy of a normalised state in the basis `B`. -/
def IsGroundLevel (G v : ℝ) (B : Finset ℤ) (E : ℝ) : Prop :=
  IsLeast {e | ∃ c : ℤ → ℂ, ∑ n ∈ B, Complex.normSq (c n) = 1 ∧ energy G v B c = e} E

/-- `E` is the ground level in the basis of all plane waves with kinetic energy at most `Ec`. -/
def IsCutoffLevel (Ec G v E : ℝ) : Prop :=
  ∃ B : Finset ℤ, (∀ n : ℤ, n ∈ B ↔ G ^ 2 / 2 * (n : ℝ) ^ 2 ≤ Ec) ∧ IsGroundLevel G v B E

/-- The energy `(T - √(T² + 8v²))/2`. -/
def shellLevel (T v : ℝ) : ℝ := (T - √(T ^ 2 + 8 * v ^ 2)) / 2

/-- The Hamiltonian `-½ d²/dx² + 2v cos(Gx)` applied to a plane wave is a combination of plane
waves whose coefficients are the matrix elements `hElem`. -/
theorem hamiltonian_planeWave (G v : ℝ) (n : ℤ) (x : ℝ) :
    -(1 / 2) * deriv (deriv (planeWave G n)) x
        + 2 * v * Complex.cos (G * x) * planeWave G n x
      = ∑ m ∈ ({n - 1, n, n + 1} : Finset ℤ), (hElem G v m n : ℂ) * planeWave G m x := by
  have hd : ∀ y : ℝ, HasDerivAt (planeWave G n) (Complex.I * n * G * planeWave G n y) y := by
    intro y
    have h := ((hasDerivAt_id' (y : ℂ)).const_mul (Complex.I * n * G)).cexp.comp_ofReal
    exact h.congr_deriv (by simp only [planeWave]; ring)
  have h1 : deriv (planeWave G n) = fun y => Complex.I * n * G * planeWave G n y :=
    funext fun y => (hd y).deriv
  have h2 := ((hd x).const_mul (Complex.I * n * G)).deriv
  -- the cosine shifts the plane wave by one reciprocal lattice vector either way
  have hp : planeWave G (n + 1) x = Complex.exp (G * x * Complex.I) * planeWave G n x := by
    simp only [planeWave]
    rw [← Complex.exp_add]
    congr 1
    push_cast
    ring
  have hm : planeWave G (n - 1) x = Complex.exp (-(G * x) * Complex.I) * planeWave G n x := by
    simp only [planeWave]
    rw [← Complex.exp_add]
    congr 1
    push_cast
    ring
  have e1 : hElem G v (n - 1) n = v := by simp [hElem]
  have e2 : hElem G v n n = G ^ 2 / 2 * (n : ℝ) ^ 2 := by simp [hElem]
  have e3 : hElem G v (n + 1) n = v := by simp [hElem]
  rw [Finset.sum_insert (by simp only [Finset.mem_insert, Finset.mem_singleton]; omega),
    Finset.sum_insert (by simp only [Finset.mem_singleton]; omega), Finset.sum_singleton,
    e1, e2, e3, hp, hm, h1, h2, Complex.cos]
  push_cast
  linear_combination (-(1 / 2) * (n : ℂ) ^ 2 * (G : ℂ) ^ 2 * planeWave G n x) * Complex.I_sq

lemma sum_three (f : ℤ → ℝ) :
    ∑ n ∈ ({-1, 0, 1} : Finset ℤ), f n = f (-1) + f 0 + f 1 := by
  rw [Finset.sum_insert (by decide), Finset.sum_insert (by decide), Finset.sum_singleton]
  ring

/-- In the basis `{0, G, -G}` the energy is the kinetic energy of the two outer waves plus their
coupling to the constant wave. -/
theorem energy_three (G v : ℝ) (c : ℤ → ℂ) :
    energy G v {-1, 0, 1} c = G ^ 2 / 2 * (Complex.normSq (c 1) + Complex.normSq (c (-1)))
      + 2 * v * (conj (c 0) * (c 1 + c (-1))).re := by
  simp only [energy, sum_three]
  norm_num [hElem, Complex.normSq_apply, Complex.mul_re]
  ring

/-- For `T > 0` the energy `e = shellLevel T v` is not positive and solves the secular equation
`e(e - T) = 2v²`; it is strictly negative when `v ≠ 0`. -/
theorem shellLevel_secular {T : ℝ} (hT : 0 < T) (v : ℝ) :
    shellLevel T v * (shellLevel T v - T) = 2 * v ^ 2 ∧ shellLevel T v ≤ 0 ∧
      (v ≠ 0 → shellLevel T v < 0) := by
  have hs : √(T ^ 2 + 8 * v ^ 2) ^ 2 = T ^ 2 + 8 * v ^ 2 := Real.sq_sqrt (by positivity)
  have hq : shellLevel T v * (shellLevel T v - T) = 2 * v ^ 2 := by
    unfold shellLevel
    linear_combination hs / 4
  have h0 : shellLevel T v ≤ 0 := by
    have : T ≤ √(T ^ 2 + 8 * v ^ 2) := (Real.le_sqrt' hT).2 (by nlinarith [sq_nonneg v])
    unfold shellLevel
    linarith
  refine ⟨hq, h0, fun hv => lt_of_le_of_ne h0 fun h => ?_⟩
  rw [h, zero_mul] at hq
  have : 0 < v ^ 2 := by positivity
  linarith

/-- With the constant plane wave alone, the ground level is zero. -/
theorem ground_one (G v : ℝ) : IsGroundLevel G v {0} 0 := by
  constructor
  · exact ⟨fun _ => 1, by simp, by simp [energy, hElem]⟩
  · rintro E ⟨c, -, rfl⟩
    simp [energy, hElem]

/-- For `G ≠ 0` and `T = G²/2`, the ground level in the basis `{0, G, -G}` is
`(T - √(T² + 8v²))/2`. -/
theorem ground_three {G : ℝ} (hG : G ≠ 0) (v : ℝ) :
    IsGroundLevel G v {-1, 0, 1} (shellLevel (G ^ 2 / 2) v) := by
  have hT : 0 < G ^ 2 / 2 := by positivity
  obtain ⟨hq, h0, -⟩ := shellLevel_secular hT v
  generalize shellLevel (G ^ 2 / 2) v = e at *
  have hd : 0 < G ^ 2 / 2 - e := by linarith
  constructor
  · -- the minimiser has amplitudes proportional to (-v, T - e, -v)
    obtain ⟨p, q, hn, he⟩ : ∃ p q : ℝ, p ^ 2 + 2 * q ^ 2 = 1 ∧
        G ^ 2 / 2 * (2 * q ^ 2) + 4 * v * p * q = e := by
      have hD : 0 < (G ^ 2 / 2 - e) ^ 2 + 2 * v ^ 2 := by positivity
      obtain ⟨i, hi⟩ : ∃ i : ℝ, i ^ 2 * ((G ^ 2 / 2 - e) ^ 2 + 2 * v ^ 2) = 1 := by
        refine ⟨(√((G ^ 2 / 2 - e) ^ 2 + 2 * v ^ 2))⁻¹, ?_⟩
        rw [inv_pow, Real.sq_sqrt hD.le, inv_mul_cancel₀ hD.ne']
      refine ⟨(G ^ 2 / 2 - e) * i, -v * i, ?_, ?_⟩
      · linear_combination hi
      · linear_combination i ^ 2 * (G ^ 2 / 2 - e) * hq + e * hi
    refine ⟨fun n => if n = 0 then (p : ℂ) else (q : ℂ), ?_, ?_⟩
    · rw [sum_three]
      simp [Complex.normSq_apply]
      linear_combination hn
    · rw [energy_three]
      simp [Complex.normSq_apply]
      linear_combination he
  · -- (T - e) times (energy - e) is a sum of squares
    rintro E ⟨c, hn, rfl⟩
    rw [sum_three] at hn
    rw [energy_three]
    have h1 := congrArg (fun t => (G ^ 2 / 2 - e) * e * t) hn
    have h2 := congrArg (fun t => Complex.normSq (c 0) * t) hq
    simp only [Complex.normSq_apply, Complex.mul_re, Complex.conj_re, Complex.conj_im,
      Complex.add_re, Complex.add_im] at h1 h2 ⊢
    refine le_of_mul_le_mul_left ?_ hd
    linarith [sq_nonneg ((G ^ 2 / 2 - e) * (c 1).re + v * (c 0).re),
      sq_nonneg ((G ^ 2 / 2 - e) * (c 1).im + v * (c 0).im),
      sq_nonneg ((G ^ 2 / 2 - e) * (c (-1)).re + v * (c 0).re),
      sq_nonneg ((G ^ 2 / 2 - e) * (c (-1)).im + v * (c 0).im)]

/-- For `T > 0` the lowering `-shellLevel T v` is at most `2v²/T`, and falls short of it by at
most `(2v²/T)²/T`. -/
theorem lowering_bounds {T : ℝ} (hT : 0 < T) (v : ℝ) :
    -shellLevel T v ≤ 2 * v ^ 2 / T ∧
      2 * v ^ 2 / T - (2 * v ^ 2 / T) ^ 2 / T ≤ -shellLevel T v := by
  obtain ⟨hq, h0, -⟩ := shellLevel_secular hT v
  generalize shellLevel T v = e at *
  have hu : 2 * v ^ 2 / T * T = 2 * v ^ 2 := div_mul_cancel₀ _ hT.ne'
  have h1 : -e ≤ 2 * v ^ 2 / T := by
    rw [le_div_iff₀ hT]
    nlinarith [sq_nonneg e]
  refine ⟨h1, ?_⟩
  generalize 2 * v ^ 2 / T = u at *
  have h2 : u + e ≤ u ^ 2 / T := by
    rw [le_div_iff₀ hT]
    nlinarith
  linarith

/-- If `0 ≤ Ec < G²/2`, the level at cutoff `Ec` is zero. -/
theorem cutoff_one {Ec G v E : ℝ} (h0 : 0 ≤ Ec) (h1 : Ec < G ^ 2 / 2)
    (h : IsCutoffLevel Ec G v E) : E = 0 := by
  obtain ⟨B, hB, hE⟩ := h
  have : B = {0} := by
    ext n
    rw [hB, Finset.mem_singleton]
    constructor
    · intro h
      by_contra hn
      have hp : 0 < n ^ 2 := by positivity
      have hz : 1 ≤ n ^ 2 := by linarith
      have hr : (1 : ℝ) ≤ (n : ℝ) ^ 2 := by exact_mod_cast hz
      nlinarith
    · rintro rfl
      simpa using h0
  subst this
  exact hE.unique (ground_one G v)

/-- If `G²/2 ≤ Ec < 4(G²/2)`, the level at cutoff `Ec` exists and equals `shellLevel (G²/2) v`. -/
theorem cutoff_three {Ec G v E : ℝ} (h1 : G ^ 2 / 2 ≤ Ec) (h4 : Ec < 4 * (G ^ 2 / 2)) :
    IsCutoffLevel Ec G v E ↔ E = shellLevel (G ^ 2 / 2) v := by
  have hG : G ≠ 0 := by
    rintro rfl
    norm_num at h1 h4
    linarith
  have hmem : ∀ n : ℤ, n ∈ ({-1, 0, 1} : Finset ℤ) ↔ G ^ 2 / 2 * (n : ℝ) ^ 2 ≤ Ec := by
    intro n
    simp only [Finset.mem_insert, Finset.mem_singleton]
    constructor
    · rintro (rfl | rfl | rfl) <;> push_cast <;> nlinarith [sq_nonneg G]
    · intro h
      by_contra hn
      have hz : 4 ≤ n ^ 2 := by
        rcases (by omega : n ≤ -2 ∨ 2 ≤ n) with h | h <;> nlinarith
      have hr : (4 : ℝ) ≤ (n : ℝ) ^ 2 := by exact_mod_cast hz
      nlinarith [sq_nonneg G]
  constructor
  · rintro ⟨B, hB, hE⟩
    have : B = {-1, 0, 1} := by
      ext n
      rw [hB, hmem]
    subst this
    exact hE.unique (ground_three hG v)
  · rintro rfl
    exact ⟨_, hmem, ground_three hG v⟩

/-- At fixed cutoff `Ec > 0` and fixed `v`, the ground level `E G` tends to zero as `G` falls to
`√(2Ec)` and to `shellLevel Ec v` as `G` rises to it; the two limits differ by at most `2v²/Ec`. -/
theorem fixed_cutoff_jump {Ec : ℝ} (hEc : 0 < Ec) (v : ℝ) (E : ℝ → ℝ)
    (hE : ∀ G, √(Ec / 2) < G → IsCutoffLevel Ec G v (E G)) :
    Tendsto E (𝓝[>] √(2 * Ec)) (𝓝 0) ∧
      Tendsto E (𝓝[<] √(2 * Ec)) (𝓝 (shellLevel Ec v)) ∧
      |0 - shellLevel Ec v| ≤ 2 * v ^ 2 / Ec := by
  have hlt : √(Ec / 2) < √(2 * Ec) := Real.sqrt_lt_sqrt (by positivity) (by linarith)
  refine ⟨?_, ?_, ?_⟩
  · -- above the threshold only the constant wave survives
    refine tendsto_const_nhds.congr' ?_
    filter_upwards [self_mem_nhdsWithin] with G hG
    have hG' : √(2 * Ec) < G := hG
    have hpos : 0 < G := lt_of_le_of_lt (Real.sqrt_nonneg _) hG'
    have h2 := (Real.sqrt_lt' hpos).1 hG'
    exact (cutoff_one hEc.le (by linarith) (hE G (hlt.trans hG'))).symm
  · -- below it the level follows the continuous three-wave formula
    have hc : Continuous fun G : ℝ => shellLevel (G ^ 2 / 2) v := by
      unfold shellLevel
      fun_prop
    have hl := (hc.tendsto (√(2 * Ec))).mono_left
      (nhdsWithin_le_nhds (s := Set.Iio (√(2 * Ec))))
    have hval : √(2 * Ec) ^ 2 / 2 = Ec := by
      rw [Real.sq_sqrt (by positivity)]
      ring
    rw [hval] at hl
    refine hl.congr' ?_
    filter_upwards [Ioo_mem_nhdsLT hlt] with G hG
    have hpos : 0 < G := lt_of_le_of_lt (Real.sqrt_nonneg _) hG.1
    have h1 := (Real.sqrt_lt' hpos).1 hG.1
    have h2 := (Real.lt_sqrt hpos.le).1 hG.2
    exact ((cutoff_three (by linarith) (by linarith)).1 (hE G hG.1)).symm
  · have h0 := (shellLevel_secular hEc v).2.1
    rw [zero_sub, abs_of_nonneg (by linarith)]
    exact (lowering_bounds hEc v).1

end

end PlaneWaveCutoffJump
```

```lean
#print axioms PlaneWaveCutoffJump.hamiltonian_planeWave
#print axioms PlaneWaveCutoffJump.fixed_cutoff_jump
```

```
'PlaneWaveCutoffJump.hamiltonian_planeWave' depends on axioms: [propext, Classical.choice, Quot.sound]
'PlaneWaveCutoffJump.fixed_cutoff_jump' depends on axioms: [propext, Classical.choice, Quot.sound]
```

### What the statements say about the physics

The integer `n` labels the wave $e^{inGx}$, so the basis $\{0,G,-G\}$ is `{-1, 0, 1}`. The real numbers `hElem G v m n` are the matrix elements, and `hamiltonian_planeWave` obtains them by applying the differential operator to a plane wave at each point. The function `energy` is the quadratic form of these elements in complex coefficients. For normalised coefficients it is the energy expectation value; this reading uses the orthonormality of the plane waves $e^{inGx}$ under the average over a cell, which is built into the definition.

`IsGroundLevel` says that `E` is the least energy among normalised coefficient vectors on a finite basis, so some state must attain it. `ground_one` gives the value zero for `{0}`, and `ground_three` gives `shellLevel (G ^ 2 / 2) v` for the three waves when `G ≠ 0`. `lowering_bounds` contains both estimates of $L$.

`IsCutoffLevel` requires the basis to contain exactly the waves with kinetic energy at most `Ec`, equality included. In `fixed_cutoff_jump`, the function `E` is any assignment of the cutoff level to each $G>\sqrt{E_c/2}$, the range in which $\pm2G$ stay excluded. Its conclusions are the limit from above (`𝓝[>]`), the limit from below (`𝓝[<]`) and the bound on their difference. Because equality is included, the level at the threshold itself equals the limit from below.

For plane-wave practice, this gives the size of the first basis-set step, at zero crystal momentum, for a single non-interacting particle in a one-dimensional cosine potential of fixed strength. In a crystal, $v$ would itself change with volume, and there would be many bands, $k$-points and shells. An ultrasoft pseudopotential would also bring a generalised overlap matrix, whereas here the overlap is the identity.

The condition `Ec < 4 * (G ^ 2 / 2)` in `cutoff_three` is strict for a reason. Take $T=1$, $v=1$ and $E_c=4$, so that equality holds and $\pm2G$ enter as well. The three-wave formula gives $-1$. But the normalised state

$$(c_{-2},c_{-1},c_0,c_1,c_2)=\frac{2\sqrt2}{7}\left(\tfrac14,-1,2,-1,\tfrac14\right)$$

has energy $-52/49<-1$. The formula therefore already fails if $<$ is relaxed to $\le$.

### How the lemmas carry the argument

In `hamiltonian_planeWave`, `hd` differentiates the exponential, while `hp` and `hm` express the two neighbouring waves as phase factors times the original one. Expanding the cosine and using $i^2=-1$ finishes the identity.

`sum_three` writes out a sum over the three labels, and `energy_three` turns the double sum into the formula for $\mathcal E$. `shellLevel_secular` squares the root to get $e(e-T)=2v^2$ and then settles the sign of $e$. After that, `ground_three` and `lowering_bounds` use `generalize` to replace the explicit root by a letter `e`, since the secular equation and $e\le0$ are all they need.

The first half of `ground_three` builds the minimiser from real amplitudes `p` for the constant wave and `q` for each outer wave, with `i` as the normalising factor; its energy is checked by direct algebra. The second half is the sum-of-squares argument. The four `sq_nonneg` terms are the squares of the real and imaginary parts of $d\,c_1+v\,c_0$ and $d\,c_{-1}+v\,c_0$, `linarith` combines them with the normalisation and the secular equation, and `le_of_mul_le_mul_left` removes the positive factor $d$.

`lowering_bounds` multiplies through by $T$ and applies the two inequalities for $L$. `cutoff_one` and `cutoff_three` identify the surviving integers: a nonzero one has $n^2\ge1$, and one outside $\{-1,0,1\}$ has $n^2\ge4$. Uniqueness of a least element then fixes the level.

In `fixed_cutoff_jump`, each limit is taken by replacing `E` near the threshold with a known function: the constant zero above it, and the continuous function `shellLevel (G ^ 2 / 2) v` below it. The last part applies `lowering_bounds` at $T=E_c$.
